# For 0 < Z/c < 1, point-nucleus r⁻³ radial integrals diverge between p1/2 spinors and converge between p3/2 spinors

Take a model point nucleus with x = Z/c = 4/5 in atomic units, a round value rather than that of a particular element. Near it, both radial components of a p1/2 Dirac spinor behave as r^(a−1), with a = √(1 − x²) = 3/5. The product of two such components, multiplied by r⁻³ and the volume factor r², behaves as r^(2a−3) = r^(−9/5). Cutting the integral off at a small radius ε gives

∫ from ε to 1 of r^(−9/5) dr = (5/4)(ε^(−4/5) − 1),

which grows without limit as ε → 0. The exponent has fallen below −1, and no smooth factor that is nonzero at the nucleus can repair that.

## Three exponents and the threshold 15/16

Let 0 < x < 1, and write a = √(1 − x²) for p1/2 and b = √(4 − x²) for p3/2. For the regular solutions of the radial Dirac equation, which behave as r^(a−1) and r^(b−1), the r⁻³ radial integrals near the nucleus are governed by these powers:

- p1/2 with p1/2: r^(2a−3), never integrable.
- p3/2 with p3/2: r^(2b−3), always integrable.
- p1/2 with p3/2: r^(a+b−3), integrable exactly when x² < 15/16.

The same holds for the full integrand, large·large plus small·small, provided that the factors multiplying r^(a−1) and r^(b−1) in the components are continuous, that those of the large components are nonzero at the nucleus, and that the factors obey the leading-order radial Dirac equation there.

## Radial grids and picture-change references

In a one-electron, point-nucleus model, these conditions tell a four-component code which r⁻³ radial integrals have a value to converge to. They matter for picture-change tests too, since a four-component element can serve as a reference for a transformed two-component operator only if it is finite.

A radial grid starting at ε > 0 returns a finite number in every case, so a finite result is no evidence of convergence. At x = 4/5, b = √3.36 ≈ 1.8330, and the pure powers on (0,1) behave as follows:

- p1/2 pair: the exponent is −1.8. With ε = 10⁻⁵ the truncated integral is (10⁴ − 1)/0.8 = 12498.75; with ε = 10⁻¹⁰ it is about 1.25 × 10⁸.
- p3/2 pair: the exponent is about 0.666, and the integral is 1/(2b − 2) ≈ 0.600.
- Mixed pair: the exponent is about −0.567, and the integral is 1/(a + b − 2) ≈ 2.309. Starting at ε = 10⁻⁵ loses a fraction ε^(a+b−2) ≈ 0.0068 of it, so a convergent element can still need a very small first grid point.

Angular factors decide which radial integrals enter a property. For an electric field gradient, a rank-2 operator, the p1/2–p1/2 angular factor vanishes, while p1/2–p3/2 elements can contribute.

## From the radial Dirac equation to the threshold

Let κ be the relativistic angular quantum number, 1 for p1/2 and −2 for p3/2, and let γ = √(κ² − x²). Write the large and small radial components as r^(γ−1)P(r) and r^(γ−1)Q(r), with P and Q continuous and P(0) ≠ 0. Primes mark the second spinor. For r > 0 the integrand is

r^(γ−1) r^(γ'−1) (PP' + QQ') r⁻³ r² = r^(γ+γ'−3) (PP' + QQ').

For a pure power r^s, the integral from ε to R is (R^(s+1) − ε^(s+1))/(s+1) if s ≠ −1, and log(R/ε) if s = −1. It has a finite limit as ε → 0 exactly when s > −1. A continuous factor h with h(0) ≠ 0 does not change this: h is bounded on [0,R], and near the origin |h| exceeds |h(0)|/2.

It remains to check that PP' + QQ' is nonzero at the nucleus. The leading-order Dirac equation gives

xQ(0) = (γ + κ)P(0),

and likewise for the second spinor. Multiplying the two relations and adding x²P(0)P'(0) to both sides gives

x²(PP' + QQ')(0) = [x² + (γ + κ)(γ' + κ')] P(0)P'(0).

For two spinors with the same κ, the bracket is x² + (γ + κ)², which is positive. For the mixed pair, x² = 4 − b² = (2 − b)(2 + b), so

x² + (a + 1)(b − 2) = (2 − b)(1 + b − a).

This is positive because a < 1 < b < 2. The large and small contributions therefore never cancel the leading singularity, and convergence requires exactly

γ + γ' − 3 > −1, that is, γ + γ' > 2.

Since a < 1, the p1/2 pair has 2a < 2 and diverges. Since b > 1, the p3/2 pair has 2b > 2 and converges. For the mixed pair, both a and b decrease as x² grows, and at x² = 15/16 they equal 1/4 and 7/4. Hence a + b > 2 exactly when x² < 15/16. At the threshold itself the power is r⁻¹, and the divergence is logarithmic.

At x = 4/5 the amplitude ratios are Q(0)/P(0) = 2 for p1/2 and (b − 2)/x ≈ −0.209 for p3/2. With P(0) = P'(0) = 1, the mixed overlap is about 1 − 0.417 = 0.583: the small components reduce the coefficient but do not remove it.

## Lean source

```lean
import Mathlib

open MeasureTheory Set

namespace DiracInverseCube

noncomputable section

/-- The exponent `γ = √(κ² - x²)` of a Dirac spinor at a point nucleus, with `x = Z/c`. -/
def gam (κ x : ℝ) : ℝ := √(κ ^ 2 - x ^ 2)

/-- Radial amplitudes of a spinor with angular quantum number `κ`: the components are `r^(γ-1) P`
and `r^(γ-1) Q`, where `P`, `Q` are continuous, `P(0) ≠ 0`, and `x Q(0) = (γ+κ) P(0)`, which is the
first radial Dirac equation to leading order at the nucleus. -/
structure CoulombSpinor (κ x : ℝ) where
  P : ℝ → ℝ
  Q : ℝ → ℝ
  contP : Continuous P
  contQ : Continuous Q
  P_ne : P 0 ≠ 0
  indicial : x * Q 0 = (gam κ x + κ) * P 0

variable {κ κ' x : ℝ}

/-- The large radial component. -/
def CoulombSpinor.large (φ : CoulombSpinor κ x) (r : ℝ) : ℝ := r ^ (gam κ x - 1) * φ.P r

/-- The small radial component. -/
def CoulombSpinor.small (φ : CoulombSpinor κ x) (r : ℝ) : ℝ := r ^ (gam κ x - 1) * φ.Q r

/-- The integrand of the untransformed `r⁻³` radial integral, with volume factor `r²`. -/
def cubeIntegrand (φ : CoulombSpinor κ x) (ψ : CoulombSpinor κ' x) (r : ℝ) : ℝ :=
  (φ.large r * ψ.large r + φ.small r * ψ.small r) / r ^ 3 * r ^ 2

/-- The square of the exponent is `κ² - x²` when `x² ≤ κ²`. -/
theorem gam_sq (h : x ^ 2 ≤ κ ^ 2) : gam κ x ^ 2 = κ ^ 2 - x ^ 2 :=
  Real.sq_sqrt (sub_nonneg.2 h)

/-- For `x ≠ 0` and `x² ≤ κ²`, the amplitudes at the nucleus also satisfy the second radial Dirac
equation to leading order. -/
theorem second_indicial (φ : CoulombSpinor κ x) (hx : x ≠ 0) (h : x ^ 2 ≤ κ ^ 2) :
    (gam κ x - κ) * φ.Q 0 = -x * φ.P 0 := by
  apply mul_left_cancel₀ hx
  linear_combination (gam κ x - κ) * φ.indicial + φ.P 0 * gam_sq h

/-- A power `r^s` times a continuous function that does not vanish at the origin is
integrable on `(0,R)` exactly when `s > -1`. -/
theorem integrableOn_rpow_mul_iff {s R : ℝ} (hR : 0 < R) {h : ℝ → ℝ}
    (hh : Continuous h) (h0 : h 0 ≠ 0) :
    IntegrableOn (fun r => r ^ s * h r) (Ioo 0 R) ↔ -1 < s := by
  have hm : Measurable (fun r : ℝ => r ^ s) := by fun_prop
  constructor
  · intro hi
    have hp : 0 < ‖h 0‖ := norm_pos_iff.2 h0
    -- close to the origin the continuous factor stays away from zero
    have hev : ∀ᶠ r in nhds (0 : ℝ), ‖h 0‖ / 2 < ‖h r‖ :=
      hh.norm.continuousAt.eventually (lt_mem_nhds (half_lt_self hp))
    obtain ⟨δ, hδ, hb⟩ := Metric.eventually_nhds_iff.1 hev
    have ht : 0 < min δ R := lt_min hδ hR
    rw [← intervalIntegral.integrableOn_Ioo_rpow_iff ht]
    have h1 : Integrable (fun r => r ^ s * h r) (volume.restrict (Ioo 0 (min δ R))) :=
      hi.mono_set (Ioo_subset_Ioo_right (min_le_right _ _))
    refine Integrable.mono' (h1.norm.const_mul (2 / ‖h 0‖)) hm.aestronglyMeasurable
      ((ae_restrict_iff' measurableSet_Ioo).2 (Filter.Eventually.of_forall fun r hr => ?_))
    have hd : dist r 0 < δ := by
      rw [Real.dist_eq, sub_zero, abs_of_pos hr.1]
      exact lt_of_lt_of_le hr.2 (min_le_left _ _)
    have hk : 1 ≤ 2 / ‖h 0‖ * ‖h r‖ := by
      rw [div_mul_eq_mul_div, le_div_iff₀ hp]
      linarith [hb hd]
    calc ‖r ^ s‖ = ‖r ^ s‖ * 1 := (mul_one _).symm
      _ ≤ ‖r ^ s‖ * (2 / ‖h 0‖ * ‖h r‖) := mul_le_mul_of_nonneg_left hk (norm_nonneg _)
      _ = 2 / ‖h 0‖ * ‖r ^ s * h r‖ := by rw [norm_mul]; ring
  · intro hs
    -- on a bounded interval the continuous factor is bounded
    obtain ⟨C, hC⟩ := (isCompact_Icc (a := (0 : ℝ)) (b := R)).exists_bound_of_continuousOn
      hh.continuousOn
    have h1 : Integrable (fun r : ℝ => r ^ s) (volume.restrict (Ioo 0 R)) :=
      (intervalIntegral.integrableOn_Ioo_rpow_iff hR).2 hs
    refine Integrable.mono' (h1.norm.const_mul C) (hm.mul hh.measurable).aestronglyMeasurable
      ((ae_restrict_iff' measurableSet_Ioo).2 (Filter.Eventually.of_forall fun r hr => ?_))
    rw [norm_mul, mul_comm C]
    exact mul_le_mul_of_nonneg_left (hC r ⟨hr.1.le, hr.2.le⟩) (norm_nonneg _)

/-- Away from the nucleus the integrand is `r^(γ+γ'-3)` times the overlap of amplitudes. -/
theorem cubeIntegrand_eq (φ : CoulombSpinor κ x) (ψ : CoulombSpinor κ' x) {r : ℝ}
    (hr : 0 < r) : cubeIntegrand φ ψ r =
      r ^ (gam κ x + gam κ' x - 3) * (φ.P r * ψ.P r + φ.Q r * ψ.Q r) := by
  have hpow : r ^ (gam κ x + gam κ' x - 3) =
      r ^ (gam κ x - 1) * r ^ (gam κ' x - 1) / r := by
    rw [← Real.rpow_add hr, ← Real.rpow_sub_one hr.ne']
    congr 1
    ring
  have e : r ^ 2 * (r ^ 3)⁻¹ = r⁻¹ := by field_simp
  rw [hpow]
  unfold cubeIntegrand CoulombSpinor.large CoulombSpinor.small
  generalize r ^ (gam κ x - 1) = A
  generalize r ^ (gam κ' x - 1) = B
  linear_combination (A * B * (φ.P r * ψ.P r + φ.Q r * ψ.Q r)) * e

/-- If `x² + (γ+κ)(γ'+κ')` is nonzero, the `r⁻³` radial integral converges at the nucleus exactly
when `γ + γ' > 2`. -/
theorem cube_integrable_iff (φ : CoulombSpinor κ x) (ψ : CoulombSpinor κ' x) {R : ℝ}
    (hR : 0 < R) (h : x ^ 2 + (gam κ x + κ) * (gam κ' x + κ') ≠ 0) :
    IntegrableOn (cubeIntegrand φ ψ) (Ioo 0 R) ↔ 2 < gam κ x + gam κ' x := by
  -- the Dirac equation fixes the overlap of the amplitudes at the nucleus
  have hl : x ^ 2 * (φ.P 0 * ψ.P 0 + φ.Q 0 * ψ.Q 0) =
      (x ^ 2 + (gam κ x + κ) * (gam κ' x + κ')) * φ.P 0 * ψ.P 0 := by
    linear_combination (x * ψ.Q 0) * φ.indicial + ((gam κ x + κ) * φ.P 0) * ψ.indicial
  have h0 : φ.P 0 * ψ.P 0 + φ.Q 0 * ψ.Q 0 ≠ 0 := by
    intro hz
    rw [hz, mul_zero] at hl
    exact mul_ne_zero (mul_ne_zero h φ.P_ne) ψ.P_ne hl.symm
  have hc : Continuous (fun r => φ.P r * ψ.P r + φ.Q r * ψ.Q r) :=
    (φ.contP.mul ψ.contP).add (φ.contQ.mul ψ.contQ)
  refine (integrableOn_congr_fun (fun r hr => cubeIntegrand_eq φ ψ hr.1)
    measurableSet_Ioo).trans ((integrableOn_rpow_mul_iff hR hc h0).trans ?_)
  constructor <;> intro _ <;> linarith

/-- For `0 < x < 1` the p1/2 exponent lies below 1, the p3/2 exponent between 1 and 2, and
their sum exceeds 2 exactly when `x² < 15/16`. -/
theorem gam_bounds (hx : 0 < x) (hx1 : x < 1) :
    gam 1 x < 1 ∧ 1 < gam (-2) x ∧ gam (-2) x < 2 ∧
      (2 < gam 1 x + gam (-2) x ↔ x ^ 2 < 15 / 16) := by
  have hs : x ^ 2 < 1 := by nlinarith
  have hs0 : 0 < x ^ 2 := by positivity
  have ha := gam_sq (κ := 1) (x := x) (by linarith)
  have hb := gam_sq (κ := -2) (x := x) (by linarith)
  have ha0 : 0 ≤ gam 1 x := Real.sqrt_nonneg _
  have hb0 : 0 ≤ gam (-2) x := Real.sqrt_nonneg _
  refine ⟨by nlinarith, by nlinarith, by nlinarith, ?_, ?_⟩
  · intro h
    by_contra hn
    have hn' : 15 / 16 ≤ x ^ 2 := not_lt.1 hn
    have h1 : gam 1 x ≤ 1 / 4 := by nlinarith
    have h2 : gam (-2) x ≤ 7 / 4 := by nlinarith
    linarith
  · intro h
    have h1 : 1 / 4 < gam 1 x := by nlinarith
    have h2 : 7 / 4 < gam (-2) x := by nlinarith
    linarith

/-- For `0 < x < 1`, on `(0,1)` the power `r^(2a-3)` is not integrable, `r^(2b-3)` is, and
`r^(a+b-3)` is exactly when `x² < 15/16`, where `a` and `b` are the p1/2 and p3/2 exponents. -/
theorem power_integrability (hx : 0 < x) (hx1 : x < 1) :
    ¬ IntegrableOn (fun r : ℝ => r ^ (2 * gam 1 x - 3)) (Ioo 0 1) ∧
    IntegrableOn (fun r : ℝ => r ^ (2 * gam (-2) x - 3)) (Ioo 0 1) ∧
    (IntegrableOn (fun r : ℝ => r ^ (gam 1 x + gam (-2) x - 3)) (Ioo 0 1) ↔
      x ^ 2 < 15 / 16) := by
  obtain ⟨ha, hb, -, hab⟩ := gam_bounds hx hx1
  simp only [intervalIntegral.integrableOn_Ioo_rpow_iff one_pos]
  refine ⟨by linarith, by linarith, Iff.trans ?_ hab⟩
  constructor <;> intro _ <;> linarith

/-- For `0 < x < 1` the untransformed `r⁻³` radial integral diverges at the nucleus between p1/2
spinors, converges between p3/2 spinors, and converges between p1/2 and p3/2 exactly when `x² <
15/16`. -/
theorem inverse_cube_elements (hx : 0 < x) (hx1 : x < 1) {R : ℝ} (hR : 0 < R)
    (p p' : CoulombSpinor 1 x) (q q' : CoulombSpinor (-2) x) :
    ¬ IntegrableOn (cubeIntegrand p p') (Ioo 0 R) ∧
    IntegrableOn (cubeIntegrand q q') (Ioo 0 R) ∧
    (IntegrableOn (cubeIntegrand p q) (Ioo 0 R) ↔ x ^ 2 < 15 / 16) := by
  obtain ⟨ha, hb, hb2, hab⟩ := gam_bounds hx hx1
  have hs0 : 0 < x ^ 2 := by positivity
  have hbs := gam_sq (κ := -2) (x := x) (by nlinarith)
  -- large and small components do not cancel in the mixed element
  have hpos : 0 < (2 - gam (-2) x) * (1 + gam (-2) x - gam 1 x) :=
    mul_pos (by linarith) (by linarith)
  have hmix : x ^ 2 + (gam 1 x + 1) * (gam (-2) x + -2) ≠ 0 := by
    apply ne_of_gt
    nlinarith
  refine ⟨?_, ?_, (cube_integrable_iff p q hR hmix).trans hab⟩
  · rw [cube_integrable_iff p p' hR
      (ne_of_gt (add_pos_of_pos_of_nonneg hs0 (mul_self_nonneg _)))]
    linarith
  · rw [cube_integrable_iff q q' hR
      (ne_of_gt (add_pos_of_pos_of_nonneg hs0 (mul_self_nonneg _)))]
    linarith

/-- The spinor with amplitudes `P = exp(-r)` and `Q = ((γ+κ)/x) exp(-r)`. -/
def expSpinor (κ x : ℝ) (hx : x ≠ 0) : CoulombSpinor κ x where
  P := fun r => Real.exp (-r)
  Q := fun r => (gam κ x + κ) / x * Real.exp (-r)
  contP := by fun_prop
  contQ := by fun_prop
  P_ne := Real.exp_ne_zero _
  indicial := by
    show x * ((gam κ x + κ) / x * Real.exp (-0)) = (gam κ x + κ) * Real.exp (-0)
    field_simp

/-- At `x = 4/5` the mixed `r⁻³` radial integral of the exponential p1/2 and p3/2 spinors converges
on `(0,1)`. -/
theorem expSpinor_witness :
    IntegrableOn (cubeIntegrand (expSpinor 1 (4 / 5) (by norm_num))
      (expSpinor (-2) (4 / 5) (by norm_num))) (Ioo 0 1) :=
  (inverse_cube_elements (by norm_num) (by norm_num) one_pos
    (expSpinor 1 (4 / 5) (by norm_num)) (expSpinor 1 (4 / 5) (by norm_num))
    (expSpinor (-2) (4 / 5) (by norm_num))
    (expSpinor (-2) (4 / 5) (by norm_num))).2.2.2 (by norm_num)

end

end DiracInverseCube
```

```lean
#print axioms DiracInverseCube.second_indicial
#print axioms DiracInverseCube.power_integrability
#print axioms DiracInverseCube.inverse_cube_elements
```

```
'DiracInverseCube.second_indicial' depends on axioms: [propext, Classical.choice, Quot.sound]
'DiracInverseCube.power_integrability' depends on axioms: [propext, Classical.choice, Quot.sound]
'DiracInverseCube.inverse_cube_elements' depends on axioms: [propext, Classical.choice, Quot.sound]
```

## How the Lean statements encode the spinors

`gam κ x` is γ, and `CoulombSpinor κ x` packages real amplitudes `P` and `Q` with their continuity, the condition `P_ne` that P(0) ≠ 0, and the relation `indicial`. All three conditions are hypotheses. Physically, `indicial` balances the 1/r terms of the first radial Dirac equation against the Coulomb potential, and `P_ne` says that the leading regular behaviour is actually present. The theorem `second_indicial` derives the matching relation from the second radial equation, so the chosen exponent is consistent with both.

`cubeIntegrand φ ψ` is the sum of large·large and small·small, with r⁻³ and r² written out. `IntegrableOn` on `Ioo 0 R` means Lebesgue integrability on the open interval (0,R). In `inverse_cube_elements`, the two spinors in a p1/2 or p3/2 pair may differ, R is any positive radius, and all the spinors share the same x. `power_integrability` is the statement about pure powers on (0,1).

## How the proof follows the derivation

`integrableOn_rpow_mul_iff` handles the continuous factor. For necessity, it finds a neighbourhood of the origin where |h| > |h(0)|/2 and bounds the pure power by a multiple of the full integrand. For sufficiency, it uses compactness of [0,R] to bound h. Both directions use Mathlib's criterion for a pure power.

`cubeIntegrand_eq` collects the exponents. `cube_integrable_iff` combines the two Dirac relations through `linear_combination`, concludes that the overlap at the nucleus is nonzero, and obtains the condition γ + γ' > 2.

`gam_bounds` proves the inequalities for a and b from their squares, comparing them with 1/4 and 7/4 at the threshold. In the final theorem, `hpos` is the positive product (2 − b)(1 + b − a), from which `hmix` excludes cancellation in the mixed case.

`expSpinor` supplies explicit amplitudes meeting the hypotheses, and `expSpinor_witness` applies the theorem to a mixed pair at x = 4/5. These are test functions, not claimed eigenfunctions of an atom.

## Limits of the point-nucleus result

The theorems settle integrability near the nucleus and give no values for the integrals. They do not treat the tail beyond R, angular factors, a finite nuclear charge distribution or electron interaction. The amplitudes need only satisfy the Dirac relation at r = 0, so the result covers more functions than bound states, but it does not establish that bound states have this form.

The integrand is that of an operator consisting of r⁻³ times an angular function, acting as the identity on the four spinor components. For r⁻³ alone, the p1/2–p3/2 angular factor vanishes. Operators that couple large to small components, such as the magnetic hyperfine interaction, have different integrands, and no two-component transformation is constructed. The grid estimates and the field-gradient selection rule given earlier are ordinary calculations and do not appear among the theorems.
